# An adjoint-closed set of complex matrices is irreducible exactly when its commutant is scalar

Q: Take a spin 1/2 with basis e₀ (up) and e₁ (down) and the ladder operators, rows separated by a semicolon,

σ₊ = (0 1; 0 0),  σ₋ = (0 0; 1 0).

Suppose a nonzero subspace W is mapped into itself by both, and holds v = a e₀ + b e₁ ≠ 0. If b ≠ 0 then σ₊v = b e₀ puts e₀ in W, and if b = 0 then v is already along e₀. Next σ₋e₀ = e₁, so W is all of ℂ². I also know that only multiples of the identity commute with both matrices. What links the two facts?

A: First the commutant, for a matrix A with entries Aᵢⱼ and i, j in {0, 1}:

Aσ₊ = (0 A₀₀; 0 A₁₀),  σ₊A = (A₁₀ A₁₁; 0 0)

Aσ₋ = (A₀₁ 0; A₁₁ 0),  σ₋A = (0 0; A₀₀ A₀₁)

Equality forces A₁₀ = 0, A₀₀ = A₁₁ and A₀₁ = 0, so A = A₁₁·1. The link shows when both facts fail. For the single matrix σ_z = (1 0; 0 −1) the line through e₀ is invariant, so is the orthogonal line through e₁, and the projector P↑ = (1 0; 0 0) on the first line commutes with σ_z without being scalar. An invariant subspace whose orthogonal complement is also invariant yields a commuting projector, and a commuting matrix yields an invariant eigenspace. For a set S of complex square matrices that contains M† whenever it contains M, these two constructions prove the equivalence in any finite dimension.

Q: I doubt that the formal version says this. What are the states and operators?

A: The type `n` is a finite set of labels for the basis states. A state is represented by a nonzero column of amplitudes, a function `n → ℂ`, and I write ℂⁿ for the space of all columns, with no normalisation imposed. An operator is a `Matrix n n ℂ`, the product Mv is `M *ᵥ v`, and M† is `Mᴴ`.

```lean
import Mathlib

open Matrix
open scoped ComplexOrder

namespace IrreducibilityCommutant

variable {n : Type*} [Fintype n] [DecidableEq n]

/-- The set of operators `S` contains the conjugate transpose of each of its members. -/
def SelfAdjointSet (S : Set (Matrix n n ℂ)) : Prop := ∀ M ∈ S, Mᴴ ∈ S
```

Q: The name suggests that every member is Hermitian, which σ₊ is not.

A: The condition is on the set: the adjoint of each member is again a member. Physically, along with each operator that drives a transition, S holds the operator for the reverse transition. Any set of Hermitian observables qualifies, a ladder pair qualifies, and so does a group of unitary matrices, since U† = U⁻¹. S need not be finite, nor closed under sums or products. Because the adjoint is taken as the conjugate transpose, the basis is orthonormal, and matrices written in a basis with a nontrivial overlap matrix have to be transformed to an orthonormal one first.

```lean
/-- Every member of `S` maps the subspace `W` into itself. -/
def IsInvariant (S : Set (Matrix n n ℂ)) (W : Submodule ℂ (n → ℂ)) : Prop :=
  ∀ M ∈ S, ∀ v ∈ W, M *ᵥ v ∈ W

/-- The only subspaces invariant under `S` are zero and the whole space. -/
def IsIrreducibleSet (S : Set (Matrix n n ℂ)) : Prop :=
  ∀ W : Submodule ℂ (n → ℂ), IsInvariant S W → W = ⊥ ∨ W = ⊤

/-- Every matrix commuting with all members of `S` is a multiple of the identity. -/
def ScalarCommutant (S : Set (Matrix n n ℂ)) : Prop :=
  ∀ A : Matrix n n ℂ, (∀ M ∈ S, A * M = M * A) → ∃ c : ℂ, A = c • (1 : Matrix n n ℂ)
```

A subspace is a `Submodule ℂ (n → ℂ)`, with `⊥` the zero subspace and `⊤` the whole space. In `ScalarCommutant` the matrix A ranges over all complex matrices, Hermitian or not, in S or not.

Q: Irreducibility usually presumes a nonzero space, and I see no condition n ≥ 1.

A: None is imposed. With no basis states the only subspace is zero and the only matrix is 0·1, so both sides hold, and this definition counts the zero space as irreducible. In dimension one both sides hold as well, for every S. Two subspaces are defined next. The complement W⊥, `orth W`, uses the product

⟨w|v⟩ = Σᵢ w̄ᵢ vᵢ,

written `star w ⬝ᵥ v` and antilinear in the bra. For a complex number c, `eigSpace A c` is the set of v with Av = cv, which is just the zero subspace when c is not an eigenvalue. The fields below each `carrier` check closure under sums and multiples.

```lean
/-- The orthogonal complement of `W`: vectors `v` with `⟨w|v⟩ = 0` for all `w` in `W`. -/
def orth (W : Submodule ℂ (n → ℂ)) : Submodule ℂ (n → ℂ) where
  carrier := {v | ∀ w ∈ W, star w ⬝ᵥ v = 0}
  add_mem' := fun {a b} ha hb w hw => by rw [dotProduct_add, ha w hw, hb w hw, add_zero]
  zero_mem' := fun w _ => dotProduct_zero _
  smul_mem' := fun c v hv w hw => by rw [dotProduct_smul, hv w hw, smul_zero]

/-- The subspace of vectors `v` with `A v = c v`. -/
def eigSpace (A : Matrix n n ℂ) (c : ℂ) : Submodule ℂ (n → ℂ) where
  carrier := {v | A *ᵥ v = c • v}
  add_mem' := fun {a b} ha hb => by
    have ha' : A *ᵥ a = c • a := ha
    have hb' : A *ᵥ b = c • b := hb
    show A *ᵥ (a + b) = c • (a + b)
    rw [mulVec_add, ha', hb', smul_add]
  zero_mem' := by
    show A *ᵥ 0 = c • (0 : n → ℂ)
    rw [mulVec_zero, smul_zero]
  smul_mem' := fun d v hv => by
    have hv' : A *ᵥ v = c • v := hv
    show A *ᵥ (d • v) = c • (d • v)
    rw [mulVec_smul, hv', smul_comm]
```

Q: Then take me from an invariant subspace to a commuting projector.

A: Two small facts come first. Matrices that act equally on every vector are equal. A vector v in both W and W⊥ has ⟨v|v⟩ = Σᵢ|vᵢ|² = 0 and vanishes.

```lean
/-- Two matrices with the same action on every vector are equal. -/
theorem eq_of_mulVec {A B : Matrix n n ℂ} (h : ∀ v, A *ᵥ v = B *ᵥ v) : A = B :=
  Matrix.toLin'.injective (LinearMap.ext fun v => by
    rw [Matrix.toLin'_apply, Matrix.toLin'_apply]; exact h v)

omit [DecidableEq n] in
/-- A vector lying both in `W` and in its orthogonal complement vanishes. -/
theorem eq_zero_of_mem_orth {W : Submodule ℂ (n → ℂ)} {v : n → ℂ}
    (h1 : v ∈ W) (h2 : v ∈ orth W) : v = 0 :=
  dotProduct_star_self_eq_zero.1 (h2 v h1)
```

Now let W be invariant, M in S, v in W⊥ and w in W. Then

⟨w|Mv⟩ = ⟨M†w|v⟩ = 0,

because M† is in S, so M†w lies in W. Hence Mv is in W⊥. In Lean, `h` is the second equality, with `hS M hM` supplying the membership of M†, and the rewrite moves the matrix from the bra to the ket. This is the single place where adjoint closure is used.

```lean
omit [DecidableEq n] in
/-- If `S` is closed under conjugate transpose, the orthogonal complement of an invariant
subspace is invariant. -/
theorem orth_invariant {S : Set (Matrix n n ℂ)} (hS : SelfAdjointSet S)
    {W : Submodule ℂ (n → ℂ)} (hW : IsInvariant S W) : IsInvariant S (orth W) := by
  intro M hM v hv w hw
  -- ⟨w|M v⟩ = ⟨M† w|v⟩, and M† w lies in W
  have h : star (Mᴴ *ᵥ w) ⬝ᵥ v = 0 := hv _ (hW _ (hS M hM) w hw)
  rw [star_mulVec, conjTranspose_conjTranspose, ← dotProduct_mulVec] at h
  exact h
```

Q: The next statement is called a projector, yet it mentions neither P² = P nor P† = P.

A: It states the two properties that the argument consumes: for every v, Pv lies in W and v − Pv lies in W⊥. By hand one picks an orthonormal basis w₁, …, w_d of W, with d its dimension, and sets

P = Σₖ |wₖ⟩⟨wₖ|,

an empty sum when W is zero. Then Pv is a combination of the wₖ, and ⟨wⱼ|v − Pv⟩ = ⟨wⱼ|v⟩ − ⟨wⱼ|v⟩ = 0 for each j. The proof avoids the basis. It carries W by the equivalence `e` to a subspace `K` of `EuclideanSpace ℂ n`, the same columns equipped with the inner product, takes `K.starProjection` there, and converts the resulting map `f` to a matrix. The facts `h1` and `h2` are the two properties, and the last rewrite turns the inner product back into `star w ⬝ᵥ v`.

```lean
/-- Every subspace `W` has a matrix `P` such that `P v` lies in `W` and `v - P v` is
orthogonal to `W`, for every vector `v`. -/
theorem exists_projector (W : Submodule ℂ (n → ℂ)) :
    ∃ P : Matrix n n ℂ, ∀ v, P *ᵥ v ∈ W ∧ v - P *ᵥ v ∈ orth W := by
  let e : EuclideanSpace ℂ n ≃ₗ[ℂ] (n → ℂ) := WithLp.linearEquiv 2 ℂ (n → ℂ)
  let K : Submodule ℂ (EuclideanSpace ℂ n) := W.comap e.toLinearMap
  have : CompleteSpace K := FiniteDimensional.complete ℂ K
  let f : (n → ℂ) →ₗ[ℂ] (n → ℂ) :=
    e.toLinearMap ∘ₗ K.starProjection.toLinearMap ∘ₗ e.symm.toLinearMap
  refine ⟨LinearMap.toMatrix' f, fun v => ?_⟩
  have hf : LinearMap.toMatrix' f *ᵥ v = f v := by
    rw [← Matrix.toLin'_apply, Matrix.toLin'_toMatrix']
  have h1 : K.starProjection (e.symm v) ∈ K := K.starProjection_apply_mem _
  have h2 : e.symm v - K.starProjection (e.symm v) ∈ Kᗮ :=
    Submodule.sub_starProjection_mem_orthogonal (K := K) _
  rw [hf]
  refine ⟨Submodule.mem_comap.1 h1, fun w hw => ?_⟩
  have hwK : e.symm w ∈ K := by
    show e (e.symm w) ∈ W
    rwa [e.apply_symm_apply]
  have h := Submodule.inner_right_of_mem_orthogonal hwK h2
  rw [EuclideanSpace.inner_eq_star_dotProduct, dotProduct_comm] at h
  exact h
```

Let W and W⊥ both be invariant, M in S, and put x = PMv − MPv. Both terms lie in W, the first as an image of P and the second by invariance. Also

x = M(v − Pv) − (Mv − PMv),

where the first term is in W⊥ by invariance and the second by the property of P applied to Mv. So x = 0 for every v, and PM = MP. The identity is `h`, and each `sub_mem` records that a difference stays in a subspace.

```lean
/-- If `W` and its orthogonal complement are both invariant under `S`, the projector on `W`
commutes with every member of `S`. -/
theorem projector_commutes {S : Set (Matrix n n ℂ)} {W : Submodule ℂ (n → ℂ)}
    (hW : IsInvariant S W) (hU : IsInvariant S (orth W)) {P : Matrix n n ℂ}
    (hP : ∀ v, P *ᵥ v ∈ W ∧ v - P *ᵥ v ∈ orth W) : ∀ M ∈ S, P * M = M * P := by
  intro M hM
  refine eq_of_mulVec fun v => ?_
  rw [← mulVec_mulVec, ← mulVec_mulVec, ← sub_eq_zero]
  -- P M v - M P v lies in W and in its complement
  refine eq_zero_of_mem_orth (W.sub_mem (hP _).1 (hW M hM _ (hP v).1)) ?_
  have h : P *ᵥ (M *ᵥ v) - M *ᵥ (P *ᵥ v)
      = M *ᵥ (v - P *ᵥ v) - (M *ᵥ v - P *ᵥ (M *ᵥ v)) := by
    rw [mulVec_sub]; abel
  rw [h]
  exact (orth W).sub_mem (hU M hM _ (hP v).2) (hP _).2
```

Q: And the direction from irreducible to scalar?

A: It holds for any S, adjoint-closed or not. Let A commute with all of S. In a nonzero finite-dimensional complex space A has an eigenvalue c with an eigenvector u ≠ 0, which is where the complex field enters. If Av = cv and M is in S, then

A(Mv) = M(Av) = c·Mv,

so the eigenspace is invariant, which is `hinv`. It contains u, so it is not zero, hence it is everything and A = c·1. The empty index set is treated first with c = 0, since no eigenvector exists there. This is Schur's lemma for one set acting on one space, and maps between two different representations are not its subject.

```lean
/-- Schur's lemma: for any irreducible set of complex matrices, every matrix commuting with
all its members is a multiple of the identity. -/
theorem schur {S : Set (Matrix n n ℂ)} (hS : IsIrreducibleSet S) : ScalarCommutant S := by
  intro A hA
  rcases isEmpty_or_nonempty n with hn | hn
  · exact ⟨0, Matrix.ext fun i _ => isEmptyElim i⟩
  obtain ⟨c, hc⟩ := Module.End.exists_eigenvalue (Matrix.toLin' A)
  obtain ⟨u, hu⟩ := hc.exists_hasEigenvector
  have huW : u ∈ eigSpace A c := by
    have h := hu.apply_eq_smul
    rw [Matrix.toLin'_apply] at h
    exact h
  -- an eigenspace of A is invariant under everything commuting with A
  have hinv : IsInvariant S (eigSpace A c) := by
    intro M hM v hv
    have hv' : A *ᵥ v = c • v := hv
    show A *ᵥ (M *ᵥ v) = c • (M *ᵥ v)
    rw [mulVec_mulVec, hA M hM, ← mulVec_mulVec, hv', mulVec_smul]
  rcases hS _ hinv with h | h
  · rw [h, Submodule.mem_bot] at huW
    exact absurd huW hu.2
  · refine ⟨c, eq_of_mulVec fun v => ?_⟩
    have hv : v ∈ eigSpace A c := by rw [h]; exact Submodule.mem_top
    have hv' : A *ᵥ v = c • v := hv
    rw [hv']; simp [smul_mulVec]
```

For the main theorem one direction is `schur`. For the other, let the commutant be scalar and W invariant. Then W⊥ is invariant, P commutes with S, and P = c·1 for some c. If c = 0, then v = v − Pv lies in W⊥ for every v, so each vector of W vanishes. If c ≠ 0, then cv = Pv lies in W, hence v does, and W = ℂⁿ. The `by_cases` makes this split, and the value c = 1 is never needed.

```lean
/-- For a set of complex matrices closed under conjugate transpose, only scalar matrices
commute with all members exactly when zero and the whole space are the only invariant
subspaces. -/
theorem scalarCommutant_iff_irreducible {S : Set (Matrix n n ℂ)} (hS : SelfAdjointSet S) :
    ScalarCommutant S ↔ IsIrreducibleSet S := by
  refine ⟨fun h W hW => ?_, schur⟩
  obtain ⟨P, hP⟩ := exists_projector W
  obtain ⟨c, hc⟩ := h P (projector_commutes hW (orth_invariant hS hW) hP)
  have hPv : ∀ v, P *ᵥ v = c • v := fun v => by rw [hc]; simp [smul_mulVec]
  by_cases h0 : c = 0
  · -- P = 0: every vector is orthogonal to W
    refine Or.inl ((Submodule.eq_bot_iff W).2 fun v hv => eq_zero_of_mem_orth hv ?_)
    have h2 := (hP v).2
    rwa [hPv, h0, zero_smul, sub_zero] at h2
  · -- P invertible: every vector lies in W
    refine Or.inr (Submodule.eq_top_iff'.2 fun v => ?_)
    have h1 := (hP v).1
    rwa [hPv, W.smul_mem_iff h0] at h1
```

Q: What does it give me in physics, and where does it stop?

A: On a finite-dimensional state space, a Hamiltonian that commutes with an irreducible set of symmetry matrices is a multiple of the identity, so a nonzero space carries a single level whose degeneracy equals its dimension, and a reducible adjoint-closed set has a non-scalar matrix commuting with all its members. The statement does not reach infinite dimension, so position and momentum on a line are excluded, and antilinear symmetries such as time reversal are not matrices in this sense.

Q: Does my spin example pass through the definitions?

A: The matrices σ₊, σ₋ and P↑ are `raise`, `lower` and `spinUp`, dimensionless, with index 0 for up.

```lean
/-- The spin-1/2 raising operator. -/
def raise : Matrix (Fin 2) (Fin 2) ℂ := !![0, 1; 0, 0]

/-- The spin-1/2 lowering operator. -/
def lower : Matrix (Fin 2) (Fin 2) ℂ := !![0, 0; 1, 0]

/-- The projector on the spin-up basis vector. -/
def spinUp : Matrix (Fin 2) (Fin 2) ℂ := !![1, 0; 0, 0]
```

In `ladder_witness`, `hrl` is σ₊† = σ₋, and `h10`, `h11`, `h01` are the three entry equations above, read at positions (0,0) and (0,1) of the σ₊ relation and (0,0) of the σ₋ relation. Irreducibility is then obtained from the main theorem, in agreement with your direct argument.

```lean
/-- The pair of spin-1/2 ladder operators is closed under conjugate transpose, has only
scalars in its commutant, and is irreducible. -/
theorem ladder_witness : SelfAdjointSet {raise, lower} ∧ ScalarCommutant {raise, lower} ∧
    IsIrreducibleSet {raise, lower} := by
  have hrl : raiseᴴ = lower := by
    ext i j; fin_cases i <;> fin_cases j <;> simp [raise, lower]
  have hS : SelfAdjointSet {raise, lower} := by
    intro M hM
    simp only [Set.mem_insert_iff, Set.mem_singleton_iff] at hM ⊢
    rcases hM with rfl | rfl
    · exact Or.inr hrl
    · exact Or.inl (by rw [← hrl, conjTranspose_conjTranspose])
  have hC : ScalarCommutant {raise, lower} := by
    intro A hA
    have hr := hA raise (by simp)
    have hl := hA lower (by simp)
    have h10 : 0 = A 1 0 := by
      simpa [raise, mul_apply, Fin.sum_univ_two] using congrFun (congrFun hr 0) 0
    have h11 : A 0 0 = A 1 1 := by
      simpa [raise, mul_apply, Fin.sum_univ_two] using congrFun (congrFun hr 0) 1
    have h01 : A 0 1 = 0 := by
      simpa [lower, mul_apply, Fin.sum_univ_two] using congrFun (congrFun hl 0) 0
    refine ⟨A 1 1, ?_⟩
    ext i j; fin_cases i <;> fin_cases j <;> simp [h10.symm, h11, h01]
  exact ⟨hS, hC, (scalarCommutant_iff_irreducible hS).1 hC⟩
```

Q: What fails without adjoint closure?

A: The step from scalar commutant to irreducibility. Take S = {σ₊, P↑}, which lacks σ₊† = σ₋. Commuting with σ₊ gives A₁₀ = 0 and A₀₀ = A₁₁ as before, and

AP↑ = (A₀₀ 0; A₁₀ 0),  P↑A = (A₀₀ A₀₁; 0 0)

gives A₀₁ = 0, so the commutant is scalar. Both matrices have a zero second row, so the line of vectors v whose spin-down component v₁ is zero is invariant. It contains e₀ and misses e₁, which rules out `⊥` and `⊤` in the two closing cases of the proof. The general argument breaks at the complement: σ₊e₁ = e₀ leaves the line through e₁, and accordingly P↑σ₊ = σ₊ while σ₊P↑ = 0.

```lean
/-- The raising operator together with the spin-up projector has only scalars in its
commutant and is not irreducible. -/
theorem adjoint_closure_needed :
    ScalarCommutant {raise, spinUp} ∧ ¬ IsIrreducibleSet {raise, spinUp} := by
  constructor
  · intro A hA
    have hr := hA raise (by simp)
    have hu := hA spinUp (by simp)
    have h10 : 0 = A 1 0 := by
      simpa [raise, mul_apply, Fin.sum_univ_two] using congrFun (congrFun hr 0) 0
    have h11 : A 0 0 = A 1 1 := by
      simpa [raise, mul_apply, Fin.sum_univ_two] using congrFun (congrFun hr 0) 1
    have h01 : 0 = A 0 1 := by
      simpa [spinUp, mul_apply, Fin.sum_univ_two] using congrFun (congrFun hu 0) 1
    refine ⟨A 1 1, ?_⟩
    ext i j; fin_cases i <;> fin_cases j <;> simp [h10.symm, h11, h01.symm]
  · intro h
    -- the vectors without spin-down component form an invariant line
    let W : Submodule ℂ (Fin 2 → ℂ) :=
      LinearMap.ker (LinearMap.proj (R := ℂ) (φ := fun _ : Fin 2 => ℂ) 1)
    have hmem : ∀ v, v ∈ W ↔ v 1 = 0 := fun v => LinearMap.mem_ker
    have hinv : IsInvariant {raise, spinUp} W := by
      intro M hM v _
      simp only [Set.mem_insert_iff, Set.mem_singleton_iff] at hM
      rw [hmem]
      rcases hM with rfl | rfl <;>
        simp [raise, spinUp, mulVec, dotProduct, Fin.sum_univ_two]
    rcases h W hinv with h0 | h0
    · have h1 : (![1, 0] : Fin 2 → ℂ) ∈ W := (hmem _).2 (by simp)
      rw [h0, Submodule.mem_bot] at h1
      simpa using congrFun h1 0
    · have h1 : (![0, 1] : Fin 2 → ℂ) ∈ W := by rw [h0]; exact Submodule.mem_top
      simpa using (hmem _).1 h1

end IrreducibilityCommutant
```

```lean
#print axioms IrreducibilityCommutant.scalarCommutant_iff_irreducible
#print axioms IrreducibilityCommutant.adjoint_closure_needed
```

```
'IrreducibilityCommutant.scalarCommutant_iff_irreducible' depends on axioms: [propext, Classical.choice, Quot.sound]
'IrreducibilityCommutant.adjoint_closure_needed' depends on axioms: [propext, Classical.choice, Quot.sound]
```
